# The Gibbs operator is stationary under a Lindblad generator in detailed balance

## Question

A system with Hamiltonian H exchanges quanta of energy w with a bath at inverse temperature β. A jump operator A removes a quantum at rate g↓, and its adjoint A† adds one at rate g↑. I expect the thermal state to be stationary under the master equation when g↑ = g↓ exp(−βw). How is this stated and proved in Lean 4 with Mathlib, for an arbitrary Hermitian matrix H and any A with [H, A] = −wA? Is the rate condition also necessary?

## Answer

### The model

Operators are complex square matrices indexed by a finite type `n`, with ħ = 1, and `Aᴴ` is A†. The definitions `comm`, `dissipator`, `channel`, `generator` and `gibbs` are

[X, Y] = XY − YX

D[A]ρ = AρA† − ½(A†Aρ + ρA†A)

C(ρ) = g↓ D[A]ρ + g↑ D[A†]ρ

L(ρ) = −i[H, ρ] + C(ρ)

G = exp(−βH)

with `gd` for g↓ and `gu` for g↑. G is unnormalised, and `gibbsState` is G / tr G. The hypothesis `comm H A = -(w : ℂ) • A` fixes the sign convention: if Hψ = Eψ then H(Aψ) = (E − w)Aψ, so A lowers the energy when w > 0. The numbers w, β, g↓, g↑ are real with no sign condition, so negative temperature is included, and so are negative rates, for which L is generally not a physical generator. The form of L and the rate condition g↑ = g↓ exp(−βw), called detailed balance below, are assumed and are not derived from a model of the bath. The word channel means the pair of dissipators C, not a completely positive trace-preserving map. Unbounded operators, such as those of an untruncated oscillator, are excluded by finite dimension.

### Derivation by hand

Step 1. The relation HA − AH = −wA reads AH = (H + w)A. With X = −βH and Y = −βH − βw·1 this is AX = YA, hence AXᵐ = YᵐA for every power m, and summing the exponential series gives A exp X = (exp Y) A. The scalar term commutes with H, so exp Y = exp(−βw) G and

AG = exp(−βw) GA.

Step 2. For Hermitian H and real w, the adjoint of the relation is A†H − HA† = −wA†, that is [H, A†] = wA†. Step 1 with w replaced by −w gives

A†G = exp(βw) GA†.

Step 3. Move G to the left in every term. The two factors cancel in A†AG = exp(−βw) A†GA = GA†A, and likewise AA†G = GAA†. With M = AA† − exp(βw) A†A,

D[A]G = exp(−βw) GAA† − GA†A = exp(−βw) GM

D[A†]G = exp(βw) GA†A − GAA† = −GM

and therefore, for arbitrary rates,

C(G) = (g↓ exp(−βw) − g↑) GM.

Step 4. G is a power series in H, so [H, G] = 0 and L(G) = C(G), which vanishes when g↑ = g↓ exp(−βw).

Converse. Let A ≠ 0, w ≠ 0 and L(G) = 0, and suppose the prefactor in step 3 is nonzero. Then GM = 0, and M = 0 because G is invertible. Since tr(A†A) = tr(AA†), the trace gives (1 − exp(βw)) tr(AA†) = 0. Now tr(AA†) = Σᵢⱼ |Aᵢⱼ|² ≠ 0, so exp(βw) = 1 and AA† = A†A. Cyclicity then yields

tr([H, A]A†) = tr(HAA†) − tr(HA†A) = 0,

while the ladder relation makes the left side −w tr(AA†) ≠ 0. So the prefactor is zero.

Normalisation. With B = exp(−βH/2), which is Hermitian and invertible, G = BB†. For at least one level B ≠ 0, so tr G ≠ 0. L is linear, hence L(G / tr G) = 0.

### The Lean file

```lean
import Mathlib

open Matrix

namespace ThermalGenerator

noncomputable section

variable {n : Type*} [Fintype n] [DecidableEq n]

/-- The commutator `[X, Y] = XY - YX`. -/
def comm (X Y : Matrix n n ℂ) : Matrix n n ℂ := X * Y - Y * X

/-- The Lindblad dissipator `D[A]ρ = AρA† - ½ (A†Aρ + ρA†A)`. -/
def dissipator (A ρ : Matrix n n ℂ) : Matrix n n ℂ :=
  A * ρ * Aᴴ - (1 / 2 : ℂ) • (Aᴴ * A * ρ + ρ * (Aᴴ * A))

/-- The channel `g↓ D[A] + g↑ D[A†]` with real rates `gd` and `gu`. -/
def channel (gd gu : ℝ) (A ρ : Matrix n n ℂ) : Matrix n n ℂ :=
  (gd : ℂ) • dissipator A ρ + (gu : ℂ) • dissipator Aᴴ ρ

/-- The generator `-i[H, ·] + g↓ D[A] + g↑ D[A†]`. -/
def generator (H : Matrix n n ℂ) (gd gu : ℝ) (A ρ : Matrix n n ℂ) : Matrix n n ℂ :=
  -Complex.I • comm H ρ + channel gd gu A ρ

/-- The unnormalised Gibbs operator `exp(-βH)`. -/
def gibbs (β : ℝ) (H : Matrix n n ℂ) : Matrix n n ℂ := NormedSpace.exp (-(β : ℂ) • H)

/-- The Gibbs state `exp(-βH) / tr exp(-βH)`. -/
def gibbsState (β : ℝ) (H : Matrix n n ℂ) : Matrix n n ℂ := (trace (gibbs β H))⁻¹ • gibbs β H

/-- If `[H, A] = -wA`, then `A exp(-βH) = e^{-βw} exp(-βH) A`. -/
theorem jump_gibbs {H A : Matrix n n ℂ} {w : ℝ} (β : ℝ) (h : comm H A = -(w : ℂ) • A) :
    A * gibbs β H = ((Real.exp (-β * w) : ℝ) : ℂ) • (gibbs β H * A) := by
  have hAH : A * H = H * A + (w : ℂ) • A := by
    unfold comm at h
    linear_combination (norm := module) (-1 : ℂ) • h
  -- `A` intertwines `-βH` with `-βH - βw`, hence also their exponentials
  have h1 : SemiconjBy A (-(β : ℂ) • H)
      (-(β : ℂ) • H + (-(β : ℂ) * w) • (1 : Matrix n n ℂ)) := by
    unfold SemiconjBy
    simp only [mul_smul_comm, add_mul, smul_mul_assoc, one_mul, hAH]
    module
  have h2 : A * NormedSpace.exp (-(β : ℂ) • H)
      = NormedSpace.exp (-(β : ℂ) • H + (-(β : ℂ) * w) • (1 : Matrix n n ℂ)) * A :=
    open scoped Matrix.Norms.Operator in (SemiconjBy.exp_right h1).eq
  have h0 : algebraMap ℂ (Matrix n n ℂ) (NormedSpace.exp (-(β : ℂ) * w))
      = NormedSpace.exp (algebraMap ℂ (Matrix n n ℂ) (-(β : ℂ) * w)) :=
    open scoped Matrix.Norms.Operator in NormedSpace.algebraMap_exp_comm _
  have h3 : NormedSpace.exp ((-(β : ℂ) * w) • (1 : Matrix n n ℂ))
      = ((Real.exp (-β * w) : ℝ) : ℂ) • (1 : Matrix n n ℂ) := by
    rw [Algebra.algebraMap_eq_smul_one, Algebra.algebraMap_eq_smul_one] at h0
    rw [← h0, ← Complex.exp_eq_exp_ℂ, Complex.ofReal_exp, Complex.ofReal_mul,
      Complex.ofReal_neg]
  rw [gibbs, h2, Matrix.exp_add_of_commute _ _ ((Commute.one_right _).smul_right _), h3,
    mul_smul_comm, mul_one, smul_mul_assoc]

omit [DecidableEq n] in
/-- If `H` is Hermitian and `[H, A] = -wA` with `w` real, then `[H, A†] = wA†`. -/
theorem adjoint_ladder {H A : Matrix n n ℂ} {w : ℝ} (hH : H.IsHermitian)
    (h : comm H A = -(w : ℂ) • A) : comm H Aᴴ = (w : ℂ) • Aᴴ := by
  have h1 := congrArg conjTranspose h
  simp only [comm, conjTranspose_sub, conjTranspose_mul, conjTranspose_smul, hH.eq, star_neg,
    Complex.star_def, Complex.conj_ofReal] at h1
  unfold comm
  linear_combination (norm := module) (-1 : ℂ) • h1

/-- For arbitrary rates the channel sends `exp(-βH)` to
`(g↓ e^{-βw} - g↑) exp(-βH) (AA† - e^{βw} A†A)`. -/
theorem channel_gibbs {H A : Matrix n n ℂ} {w : ℝ} (β gd gu : ℝ) (hH : H.IsHermitian)
    (h : comm H A = -(w : ℂ) • A) :
    channel gd gu A (gibbs β H) = ((gd * Real.exp (-β * w) - gu : ℝ) : ℂ) •
      (gibbs β H * (A * Aᴴ - ((Real.exp (β * w) : ℝ) : ℂ) • (Aᴴ * A))) := by
  have h1 := jump_gibbs β h
  have h2 := jump_gibbs (H := H) (A := Aᴴ) (w := -w) β
    (by rw [adjoint_ladder hH h, Complex.ofReal_neg, neg_neg])
  rw [neg_mul_neg] at h2
  have he : ((Real.exp (-β * w) : ℝ) : ℂ) * ((Real.exp (β * w) : ℝ) : ℂ) = 1 := by
    rw [← Complex.ofReal_mul, ← Real.exp_add]
    simp
  rw [Complex.ofReal_sub, Complex.ofReal_mul gd]
  generalize gibbs β H = ρ at h1 h2 ⊢
  generalize ((Real.exp (-β * w) : ℝ) : ℂ) = e at h1 he ⊢
  generalize ((Real.exp (β * w) : ℝ) : ℂ) = e' at h2 he ⊢
  -- move `ρ` to the left in every term
  have h3 : Aᴴ * A * ρ = ρ * (Aᴴ * A) := by
    rw [mul_assoc, h1, mul_smul_comm, ← mul_assoc Aᴴ, h2, smul_mul_assoc, smul_smul, he,
      one_smul, mul_assoc]
  have h4 : A * Aᴴ * ρ = ρ * (A * Aᴴ) := by
    rw [mul_assoc, h2, mul_smul_comm, ← mul_assoc A, h1, smul_mul_assoc, smul_smul,
      mul_comm e', he, one_smul, mul_assoc]
  have h5 : A * ρ * Aᴴ = e • (ρ * (A * Aᴴ)) := by rw [h1, smul_mul_assoc, mul_assoc]
  have h6 : Aᴴ * ρ * A = e' • (ρ * (Aᴴ * A)) := by rw [h2, smul_mul_assoc, mul_assoc]
  simp only [channel, dissipator, conjTranspose_conjTranspose, h3, h4, h5, h6, mul_sub,
    mul_smul_comm]
  match_scalars <;> first | ring1 | linear_combination (gd : ℂ) * he

/-- The Gibbs operator commutes with the Hamiltonian. -/
theorem comm_gibbs (β : ℝ) (H : Matrix n n ℂ) : comm H (gibbs β H) = 0 := by
  have h : Commute H (NormedSpace.exp (-(β : ℂ) • H)) :=
    ((Commute.refl H).smul_right _).exp_right
  exact sub_eq_zero.2 h.eq

/-- If `H` is Hermitian, `[H, A] = -wA` and `g↑ = g↓ e^{-βw}`, then
`-i[H, ·] + g↓ D[A] + g↑ D[A†]` annihilates `exp(-βH)`. -/
theorem gibbs_stationary {H A : Matrix n n ℂ} {w β gd gu : ℝ} (hH : H.IsHermitian)
    (h : comm H A = -(w : ℂ) • A) (hg : gu = gd * Real.exp (-β * w)) :
    generator H gd gu A (gibbs β H) = 0 := by
  rw [generator, comm_gibbs, smul_zero, zero_add, channel_gibbs β gd gu hH h, hg, sub_self,
    Complex.ofReal_zero, zero_smul]

/-- With finitely many jump operators `[H, Aₖ] = -wₖ Aₖ` and rates `g↑ₖ = g↓ₖ e^{-βwₖ}`,
the generator `-i[H, ·] + ∑ₖ (g↓ₖ D[Aₖ] + g↑ₖ D[Aₖ†])` annihilates `exp(-βH)`. -/
theorem gibbs_stationary_sum {κ : Type*} (s : Finset κ) {H : Matrix n n ℂ}
    {A : κ → Matrix n n ℂ} {w gd gu : κ → ℝ} {β : ℝ} (hH : H.IsHermitian)
    (h : ∀ k ∈ s, comm H (A k) = -(w k : ℂ) • A k)
    (hg : ∀ k ∈ s, gu k = gd k * Real.exp (-β * w k)) :
    -Complex.I • comm H (gibbs β H) + ∑ k ∈ s, channel (gd k) (gu k) (A k) (gibbs β H) = 0 := by
  rw [comm_gibbs, smul_zero, zero_add]
  refine Finset.sum_eq_zero fun k hk => ?_
  rw [channel_gibbs β _ _ hH (h k hk), hg k hk, sub_self, Complex.ofReal_zero, zero_smul]

omit [DecidableEq n] in
/-- A nonzero operator has `tr (AA†) ≠ 0`. -/
theorem trace_mul_adjoint_ne_zero {A : Matrix n n ℂ} (hA : A ≠ 0) : trace (A * Aᴴ) ≠ 0 := by
  intro ht
  apply hA
  have h1 : trace (A * Aᴴ) = ((∑ i, ∑ j, Complex.normSq (A i j) : ℝ) : ℂ) := by
    simp [trace, mul_apply, Complex.mul_conj]
  rw [h1, Complex.ofReal_eq_zero] at ht
  have h2 := (Finset.sum_eq_zero_iff_of_nonneg (s := Finset.univ)
    (f := fun i => ∑ j, Complex.normSq (A i j))
    (fun i _ => Finset.sum_nonneg fun j _ => Complex.normSq_nonneg (A i j))).1 ht
  ext i j
  have h3 := (Finset.sum_eq_zero_iff_of_nonneg (s := Finset.univ)
    (f := fun j => Complex.normSq (A i j))
    (fun j _ => Complex.normSq_nonneg (A i j))).1 (h2 i (Finset.mem_univ i))
  exact Complex.normSq_eq_zero.1 (h3 j (Finset.mem_univ j))

/-- For Hermitian `H` and a nonzero `A` with `[H, A] = -wA`, `w ≠ 0`, the generator annihilates
`exp(-βH)` exactly when `g↑ = g↓ e^{-βw}`. -/
theorem gibbs_stationary_iff {H A : Matrix n n ℂ} {w β gd gu : ℝ} (hH : H.IsHermitian)
    (h : comm H A = -(w : ℂ) • A) (hA : A ≠ 0) (hw : w ≠ 0) :
    generator H gd gu A (gibbs β H) = 0 ↔ gu = gd * Real.exp (-β * w) := by
  refine ⟨fun h0 => ?_, gibbs_stationary hH h⟩
  rw [generator, comm_gibbs, smul_zero, zero_add, channel_gibbs β gd gu hH h,
    smul_eq_zero] at h0
  rcases h0 with h0 | h0
  · rw [Complex.ofReal_eq_zero] at h0
    linarith
  · exfalso
    have hu : IsUnit (gibbs β H) := Matrix.isUnit_exp _
    have h1 := hu.mul_right_eq_zero.1 h0
    have ht := trace_mul_adjoint_ne_zero hA
    -- the trace forces `e^{βw} = 1`, so `A` is normal
    have h2 := congrArg trace h1
    rw [trace_sub, trace_smul, trace_zero, trace_mul_comm Aᴴ A, smul_eq_mul] at h2
    have he : ((Real.exp (β * w) : ℝ) : ℂ) = 1 :=
      mul_right_cancel₀ ht (by linear_combination -h2)
    rw [he, one_smul, sub_eq_zero] at h1
    -- then `tr ([H, A] A†) = 0`, against `-w tr (AA†) ≠ 0`
    have h3 : trace (comm H A * Aᴴ) = 0 := by
      rw [comm, sub_mul, trace_sub, mul_assoc A H, trace_mul_comm A, mul_assoc H Aᴴ, ← h1,
        mul_assoc H A, sub_self]
    rw [h, smul_mul_assoc, trace_smul, smul_eq_mul] at h3
    exact mul_ne_zero (neg_ne_zero.2 (Complex.ofReal_ne_zero.2 hw)) ht h3

/-- For Hermitian `H`, `[H, A] = -wA` and `g↑ = g↓ e^{-βw}`, the Gibbs state has unit trace
and is annihilated by the generator. -/
theorem gibbsState_stationary [Nonempty n] {H A : Matrix n n ℂ} {w β gd gu : ℝ}
    (hH : H.IsHermitian) (h : comm H A = -(w : ℂ) • A) (hg : gu = gd * Real.exp (-β * w)) :
    trace (gibbsState β H) = 1 ∧ generator H gd gu A (gibbsState β H) = 0 := by
  have hs : -((β / 2 : ℝ) : ℂ) + star (-((β / 2 : ℝ) : ℂ)) = -(β : ℂ) := by
    rw [star_neg, Complex.star_def, Complex.conj_ofReal]
    push_cast
    ring
  -- `exp(-βH) = BB†` with `B = exp(-βH/2)` invertible
  have hB : gibbs β H = gibbs (β / 2) H * (gibbs (β / 2) H)ᴴ := by
    unfold gibbs
    rw [← Matrix.exp_conjTranspose, conjTranspose_smul, hH.eq,
      ← Matrix.exp_add_of_commute _ _ (((Commute.refl H).smul_left _).smul_right _),
      ← add_smul, hs]
  have hu : IsUnit (gibbs (β / 2) H) := Matrix.isUnit_exp _
  have hZ : trace (gibbs β H) ≠ 0 := by
    rw [hB]
    exact trace_mul_adjoint_ne_zero hu.ne_zero
  have hl : ∀ (c : ℂ) (ρ : Matrix n n ℂ),
      generator H gd gu A (c • ρ) = c • generator H gd gu A ρ := by
    intro c ρ
    simp only [generator, channel, dissipator, comm, mul_smul_comm, smul_mul_assoc]
    module
  constructor
  · rw [gibbsState, trace_smul, smul_eq_mul, inv_mul_cancel₀ hZ]
  · rw [gibbsState, hl, gibbs_stationary hH h hg, smul_zero]

/-- The two-level Hamiltonian `diag(0, w)`. -/
def qubitH (w : ℝ) : Matrix (Fin 2) (Fin 2) ℂ := !![0, 0; 0, (w : ℂ)]

/-- The two-level lowering operator `|0⟩⟨1|`. -/
def lowering : Matrix (Fin 2) (Fin 2) ℂ := !![0, 1; 0, 0]

/-- The Hamiltonian `diag(0, w)` is Hermitian, and the nonzero operator `A = |0⟩⟨1|` obeys
`[H, A] = -wA`. -/
theorem qubit_witness (w : ℝ) :
    (qubitH w).IsHermitian ∧ comm (qubitH w) lowering = -(w : ℂ) • lowering ∧ lowering ≠ 0 := by
  refine ⟨?_, ?_, fun h => ?_⟩
  · unfold Matrix.IsHermitian
    ext i j
    fin_cases i <;> fin_cases j <;> simp [qubitH, conjTranspose_apply]
  · ext i j
    fin_cases i <;> fin_cases j <;>
      simp [comm, qubitH, lowering]
  · have h1 := congrFun (congrFun h 0) 1
    simp [lowering] at h1

end

end ThermalGenerator
```

```lean
#print axioms ThermalGenerator.gibbs_stationary_sum
#print axioms ThermalGenerator.gibbs_stationary_iff
#print axioms ThermalGenerator.gibbsState_stationary
```

```
'ThermalGenerator.gibbs_stationary_sum' depends on axioms: [propext, Classical.choice, Quot.sound]
'ThermalGenerator.gibbs_stationary_iff' depends on axioms: [propext, Classical.choice, Quot.sound]
'ThermalGenerator.gibbsState_stationary' depends on axioms: [propext, Classical.choice, Quot.sound]
```

### What the theorems say

`gibbs_stationary` is the claim as asked: Hermitian H, the ladder relation and the rate condition give L(G) = 0. `gibbs_stationary_iff` adds A ≠ 0 and w ≠ 0 and makes the rate condition equivalent to L(G) = 0 for one channel. `gibbs_stationary_sum` takes a Hermitian H and a finite set `s` of labels k, each with its own Aₖ, wₖ, g↓ₖ, g↑ₖ in detailed balance at a common β, and proves the forward direction only. `gibbsState_stationary` gives trace one and stationarity for the normalised state; it needs `[Nonempty n]` because with no levels the trace is zero. `qubit_witness` verifies that H = diag(0, w) is Hermitian and that A = |0⟩⟨1| is nonzero and obeys the ladder relation. None of these statements concerns uniqueness of the stationary state or relaxation towards it.

In a simulation of a finite-level system with a time-independent Markovian generator of this form, the theorems give an exact check: channels built from ladder operators of H, with rates in detailed balance, must leave the Gibbs state fixed.

### How the proofs follow the steps

`jump_gibbs` is step 1 and uses no Hermiticity. The relation AX = YA is the `SemiconjBy` statement `h1`, `SemiconjBy.exp_right` carries it to the exponentials, `Matrix.exp_add_of_commute` splits exp Y, and `h3` identifies the exponential of a scalar matrix. `adjoint_ladder` applies `conjTranspose` to both sides of the relation, as in step 2. `channel_gibbs` is step 3 and assumes that H is Hermitian and that the ladder relation holds. There `generalize` replaces G and the two exponentials by variables `ρ`, `e`, `e'`, linked only by `h1`, `h2` and by `he`, which says their product e·e′ is 1. The facts `h3` to `h6` move `ρ` to the left in the four products, and `match_scalars` compares coefficients. `comm_gibbs` supplies [H, G] = 0.

For the converse, `smul_eq_zero` separates the vanishing prefactor from GM = 0, `Matrix.isUnit_exp` cancels G, `trace_mul_adjoint_ne_zero` is the sum of squared moduli, and `trace_mul_comm` is cyclicity. In `gibbsState_stationary`, `hB` is G = BB† and `hl` pulls a scalar through L.

### Remarks

A numerical instance. Take the two-level system with βw = ln 2. Then G = diag(1, ½), AA† = diag(1, 0), A†A = diag(0, 1), and

D[A]G = diag(½, 0) − diag(0, ½) = diag(½, −½)

D[A†]G = diag(0, 1) − diag(1, 0) = diag(−1, 1).

With g↓ = 2 and g↑ = 1 the channel gives diag(1, −1) + diag(−1, 1) = 0, and the normalised state is diag(⅔, ⅓). With g↓ = g↑ = 2 it gives diag(−1, 1), in agreement with step 3, where the prefactor is −1 and GM = diag(1, −1).

Limiting cases. At β = 0, G is the identity and detailed balance is g↑ = g↓. At w = 0 step 3 reads C(G) = (g↓ − g↑) G(AA† − A†A), which vanishes for any rates when A is normal, as for a Hermitian dephasing operator that commutes with H; the hypothesis w ≠ 0 in the converse excludes this. For a single level all matrices commute, so wA = 0 and the hypotheses of the converse are never met together.

A neighbouring result, argued here on paper only. Let N be a Hermitian particle-number operator with [H, N] = 0 and [N, A] = −A, and let μ be a real chemical potential. Then [H − μN, A] = −(w − μ)A, and steps 1 to 3 applied to H − μN show that the channel annihilates exp(−β(H − μN)) when g↑ = g↓ exp(−β(w − μ)). That operator commutes with H, so the Hamiltonian term vanishes on it as well.
